# A hydrogenic 1s electron has charge $e^{-2ZR}(1+2ZR+2Z^2R^2)$ outside a sphere of radius $R$

The leakage of a core state is taken here to be the integral of $r^2P(r)^2$ over $r>R$, where $P$ is the radial function itself and $R$ is the radius of a muffin-tin sphere centred on the nucleus. If your code stores $u(r)=rP(r)$, the same integrand is $u^2$. The radial and angular parts are each taken to be normalised, so the integral is the charge per electron, in units of the electron's charge. Lengths are in bohr.

For nuclear charge $Z>0$ and $R\ge 0$, the 1s function $P(r)=2Z^{3/2}e^{-Zr}$ gives

$$\int_R^\infty r^2P(r)^2\,dr=e^{-2ZR}\left(1+2ZR+2Z^2R^2\right).$$

This follows from an identity for every natural number $n$ and real $x\ge 0$:

$$\int_x^\infty \frac{t^n e^{-t}}{n!}\,dt=e^{-x}\sum_{k=0}^{n}\frac{x^k}{k!}.$$

## Core charge at the muffin-tin boundary

An LAPW code that treats a core state as confined to its sphere relies on the charge outside being small. When it is not, the state may be better treated as semicore, for example with local orbitals. For one non-relativistic electron in the field of a bare point nucleus, the formula gives a reference value against which to test the radial grid and quadrature. At $ZR=10$ it is about $4.6\times10^{-7}$.

## From the exponential tail to the 1s charge

Write $F_n(x)=e^{-x}\sum_{k=0}^n x^k/k!$. Its derivative is $F_n'(x)=-x^ne^{-x}/n!$, by induction on $n$. For $n=0$ this is the derivative of $e^{-x}$. For the step, $F_{n+1}(x)=F_n(x)+e^{-x}x^{n+1}/(n+1)!$, so

$$F_{n+1}'(x)=-\frac{x^ne^{-x}}{n!}+\frac{x^ne^{-x}}{n!}-\frac{x^{n+1}e^{-x}}{(n+1)!}=-\frac{x^{n+1}e^{-x}}{(n+1)!}.$$

Each term $x^ke^{-x}/k!$ tends to zero at infinity, and so does $F_n$. Integrating $-F_n'$ from $x$ to infinity therefore gives $F_n(x)$, which is the identity.

Now take a Slater function $P(r)=Nr^me^{-\zeta r}$ with $m$ a natural number, $\zeta>0$ and $N^2=(2\zeta)^{2m+3}/(2m+2)!$. Its radial density is

$$r^2P(r)^2=2\zeta\,\frac{(2\zeta r)^{2m+2}e^{-2\zeta r}}{(2m+2)!}.$$

With $t=2\zeta r$ and $dt=2\zeta\,dr$, the charge outside $R$ becomes

$$\int_{2\zeta R}^\infty\frac{t^{2m+2}e^{-t}}{(2m+2)!}\,dt=F_{2m+2}(2\zeta R).$$

At $R=0$ only the term $k=0$ survives and the value is 1, so the function is normalised. For $m=0$ and $\zeta=Z$ we have $N^2=8Z^3/2=4Z^3$, which is the 1s function, and

$$F_2(2ZR)=e^{-2ZR}\left(1+2ZR+\frac{(2ZR)^2}{2}\right),$$

which is the stated result.

Finally, $F_n'(x)<0$ for $x>0$ and $F_n$ is continuous at zero, so $F_n$ is strictly decreasing on $x\ge 0$. At fixed $m$ and $R>0$, a larger exponent $\zeta$ therefore leaves strictly less charge outside.

## The value at $R=0$ does not detect a missing last term

If the sum stops one term early, the 1s result becomes $e^{-2ZR}(1+2ZR)$. This still equals 1 at $R=0$, but at $ZR=10$ it is too small by a factor of more than ten. In Lean the same slip is to write `Finset.range n`, which omits $k=n$, where `Finset.range (n + 1)` is needed. The derivative with respect to $R$ exposes it: it must equal $-R^2P(R)^2$, which is $-4Z^3R^2e^{-2ZR}$ for the 1s function.

## The Lean file

```lean
import Mathlib

open MeasureTheory Filter Set Topology

namespace CoreLeakage

noncomputable section

/-- The exponential `exp (-x)` times the Taylor polynomial of `exp x` of degree `n`. -/
def expTail (n : ℕ) (x : ℝ) : ℝ :=
  Real.exp (-x) * ∑ k ∈ Finset.range (n + 1), x ^ k / (k.factorial : ℝ)

/-- The charge outside a sphere of radius `R` for an electron with radial function `P`:
the integral of `r² P(r)²` over `r > R`. -/
def outsideCharge (P : ℝ → ℝ) (R : ℝ) : ℝ :=
  ∫ r in Ioi R, r ^ 2 * P r ^ 2

/-- The Slater radial function `N r^m exp (-ζ r)` with `N² = (2ζ)^(2m+3) / (2m+2)!`,
for an exponent `ζ > 0`. -/
def slaterRadial (m : ℕ) (ζ r : ℝ) : ℝ :=
  Real.sqrt ((2 * ζ) ^ (2 * m + 3) / ((2 * m + 2).factorial : ℝ)) * r ^ m
    * Real.exp (-(ζ * r))

/-- The hydrogenic 1s radial function `2 Z^(3/2) exp (-Z r)` for nuclear charge `Z > 0`. -/
def hydrogen1s (Z r : ℝ) : ℝ :=
  2 * Real.sqrt (Z ^ 3) * Real.exp (-(Z * r))

/-- The derivative of `expTail n` is `-xⁿ exp (-x) / n!`: all other terms cancel in pairs. -/
theorem hasDerivAt_expTail (n : ℕ) (x : ℝ) :
    HasDerivAt (expTail n) (-(x ^ n * Real.exp (-x) / (n.factorial : ℝ))) x := by
  have he : HasDerivAt (fun t : ℝ => Real.exp (-t)) (-Real.exp (-x)) x := by
    simpa using (hasDerivAt_neg x).exp
  induction n with
  | zero =>
    have h0 : expTail 0 = fun t => Real.exp (-t) := by
      funext t
      simp [expTail]
    rw [h0]
    simpa using he
  | succ n ih =>
    -- split off the highest power
    have hs : expTail (n + 1) = fun t => expTail n t
        + Real.exp (-t) * (t ^ (n + 1) / ((n + 1).factorial : ℝ)) := by
      funext t
      simp only [expTail]
      rw [Finset.sum_range_succ _ (n + 1), mul_add]
    have hp : HasDerivAt (fun t : ℝ => t ^ (n + 1) / ((n + 1).factorial : ℝ))
        (x ^ n / (n.factorial : ℝ)) x := by
      refine ((hasDerivAt_pow (n + 1) x).div_const ((n + 1).factorial : ℝ)).congr_deriv ?_
      have hf : (n.factorial : ℝ) ≠ 0 := by positivity
      rw [Nat.add_sub_cancel, Nat.factorial_succ]
      push_cast
      field_simp
    rw [hs]
    refine (ih.fun_add (he.fun_mul hp)).congr_deriv ?_
    ring

/-- The function `expTail n` tends to zero at infinity. -/
theorem tendsto_expTail (n : ℕ) : Tendsto (expTail n) atTop (𝓝 0) := by
  have h : Tendsto (fun x : ℝ => ∑ k ∈ Finset.range (n + 1),
      x ^ k * Real.exp (-x) / (k.factorial : ℝ)) atTop
      (𝓝 (∑ k ∈ Finset.range (n + 1), (0 : ℝ) / (k.factorial : ℝ))) :=
    tendsto_finsetSum _ fun k _ =>
      (Real.tendsto_pow_mul_exp_neg_atTop_nhds_zero k).div_const _
  simp only [zero_div, Finset.sum_const_zero] at h
  refine h.congr fun x => ?_
  rw [expTail, Finset.mul_sum]
  exact Finset.sum_congr rfl fun k _ => by ring

/-- For `x ≥ 0` the function `tⁿ exp (-t) / n!` is integrable over `t > x`. -/
theorem integrableOn_tail (n : ℕ) {x : ℝ} (hx : 0 ≤ x) :
    IntegrableOn (fun t : ℝ => t ^ n * Real.exp (-t) / (n.factorial : ℝ)) (Ioi x) := by
  refine integrableOn_Ioi_deriv_of_nonneg' (g := fun t => -expTail n t) (l := 0)
    (fun t _ => (hasDerivAt_expTail n t).fun_neg.congr_deriv (neg_neg _)) ?_
    (by simpa using (tendsto_expTail n).neg)
  intro t ht
  have ht0 : 0 < t := lt_of_le_of_lt hx ht
  positivity

/-- For `x ≥ 0` the integral of `tⁿ exp (-t) / n!` over `t > x` is `exp (-x)` times the sum
of `x^k / k!` for `k` from `0` to `n`. -/
theorem integral_tail (n : ℕ) {x : ℝ} (hx : 0 ≤ x) :
    ∫ t in Ioi x, t ^ n * Real.exp (-t) / (n.factorial : ℝ)
      = Real.exp (-x) * ∑ k ∈ Finset.range (n + 1), x ^ k / (k.factorial : ℝ) := by
  have h := integral_Ioi_of_hasDerivAt_of_nonneg' (a := x)
    (g := fun t => -expTail n t) (l := 0)
    (g' := fun t : ℝ => t ^ n * Real.exp (-t) / (n.factorial : ℝ))
    (fun t _ => (hasDerivAt_expTail n t).fun_neg.congr_deriv (neg_neg _))
    (fun t ht => by
      have ht0 : 0 < t := lt_of_le_of_lt hx ht
      positivity)
    (by simpa using (tendsto_expTail n).neg)
  rw [h, zero_sub, neg_neg, expTail]

/-- For `ζ > 0` and `R ≥ 0`, the charge of the normalised Slater function `slaterRadial m ζ` outside
the sphere of radius `R` is `exp (-2ζR)` times the sum of `(2ζR)^k / k!` for `k` up to `2m+2`. -/
theorem outsideCharge_slater (m : ℕ) {ζ R : ℝ} (hζ : 0 < ζ) (hR : 0 ≤ R) :
    outsideCharge (slaterRadial m ζ) R = Real.exp (-(2 * ζ * R)) *
      ∑ k ∈ Finset.range (2 * m + 2 + 1), (2 * ζ * R) ^ k / (k.factorial : ℝ) := by
  -- the radial density is a function of `2ζr` alone, up to the factor `2ζ`
  have hsq : ∀ r : ℝ, r ^ 2 * slaterRadial m ζ r ^ 2 = 2 * ζ *
      ((2 * ζ * r) ^ (2 * m + 2) * Real.exp (-(2 * ζ * r))
        / ((2 * m + 2).factorial : ℝ)) := by
    intro r
    have he : Real.exp (-(2 * ζ * r)) = Real.exp (-(ζ * r)) ^ 2 := by
      rw [← Real.exp_nat_mul]
      congr 1
      push_cast
      ring
    rw [slaterRadial, mul_pow, mul_pow, Real.sq_sqrt (by positivity), he]
    ring
  have h2 : 0 < 2 * ζ := by positivity
  -- substitute `t = 2ζr`
  have h := integral_comp_mul_left_Ioi
    (fun t : ℝ => t ^ (2 * m + 2) * Real.exp (-t) / ((2 * m + 2).factorial : ℝ)) R h2
  simp only [smul_eq_mul] at h
  unfold outsideCharge
  simp only [hsq]
  rw [integral_const_mul, h, integral_tail _ (by positivity),
    mul_inv_cancel_left₀ h2.ne']

/-- For `ζ > 0` the Slater radial function carries one electron in all of space. -/
theorem slater_normalized (m : ℕ) {ζ : ℝ} (hζ : 0 < ζ) :
    outsideCharge (slaterRadial m ζ) 0 = 1 := by
  rw [outsideCharge_slater m hζ le_rfl, Finset.sum_range_succ']
  simp

/-- For `Z > 0` and `R ≥ 0`, the hydrogenic 1s charge outside the sphere of radius `R` is
`exp (-2ZR) (1 + 2ZR + 2Z²R²)`. -/
theorem outsideCharge_hydrogen1s {Z R : ℝ} (hZ : 0 < Z) (hR : 0 ≤ R) :
    outsideCharge (hydrogen1s Z) R
      = Real.exp (-(2 * Z * R)) * (1 + 2 * Z * R + 2 * Z ^ 2 * R ^ 2) := by
  -- the 1s function is the Slater function with `m = 0`
  have hN : Real.sqrt ((2 * Z) ^ (2 * 0 + 3) / ((2 * 0 + 2).factorial : ℝ))
      = 2 * Real.sqrt (Z ^ 3) := by
    have h4 : (2 * Z) ^ (2 * 0 + 3) / ((2 * 0 + 2).factorial : ℝ) = 2 ^ 2 * Z ^ 3 := by
      simp [Nat.factorial]
      ring
    rw [h4, Real.sqrt_mul (by norm_num), Real.sqrt_sq (by norm_num)]
  have h : hydrogen1s Z = slaterRadial 0 Z := by
    funext r
    rw [hydrogen1s, slaterRadial, hN, pow_zero, mul_one]
  rw [h, outsideCharge_slater 0 hZ hR]
  congr 1
  norm_num [Finset.sum_range_succ, Nat.factorial]
  ring

/-- The function `expTail n` is strictly decreasing on `x ≥ 0`. -/
theorem expTail_strictAntiOn (n : ℕ) : StrictAntiOn (expTail n) (Ici 0) := by
  refine strictAntiOn_of_deriv_neg (convex_Ici 0)
    (fun x _ => (hasDerivAt_expTail n x).continuousAt.continuousWithinAt) ?_
  intro x hx
  rw [interior_Ici] at hx
  have hx0 : 0 < x := hx
  rw [(hasDerivAt_expTail n x).deriv]
  have hpos : 0 < x ^ n * Real.exp (-x) / (n.factorial : ℝ) := by positivity
  linarith

/-- Outside a sphere of fixed radius `R > 0`, a Slater function with a larger exponent has
strictly less charge than one with the same power `m` and a smaller positive exponent. -/
theorem outsideCharge_slater_lt (m : ℕ) {ζ ζ' R : ℝ} (hζ : 0 < ζ) (hlt : ζ < ζ')
    (hR : 0 < R) :
    outsideCharge (slaterRadial m ζ') R < outsideCharge (slaterRadial m ζ) R := by
  have hζ' : 0 < ζ' := hζ.trans hlt
  have ha : 2 * ζ * R ∈ Ici (0 : ℝ) := mem_Ici.2 (by positivity)
  have hb : 2 * ζ' * R ∈ Ici (0 : ℝ) := mem_Ici.2 (by positivity)
  have hab : 2 * ζ * R < 2 * ζ' * R := mul_lt_mul_of_pos_right (by linarith) hR
  have h := expTail_strictAntiOn (2 * m + 2) ha hb hab
  rw [outsideCharge_slater m hζ' hR.le, outsideCharge_slater m hζ hR.le]
  exact h

end

end CoreLeakage
```

```lean
#print axioms CoreLeakage.integrableOn_tail
#print axioms CoreLeakage.slater_normalized
#print axioms CoreLeakage.outsideCharge_hydrogen1s
#print axioms CoreLeakage.outsideCharge_slater_lt
```

```
'CoreLeakage.integrableOn_tail' depends on axioms: [propext, Classical.choice, Quot.sound]
'CoreLeakage.slater_normalized' depends on axioms: [propext, Classical.choice, Quot.sound]
'CoreLeakage.outsideCharge_hydrogen1s' depends on axioms: [propext, Classical.choice, Quot.sound]
'CoreLeakage.outsideCharge_slater_lt' depends on axioms: [propext, Classical.choice, Quot.sound]
```

## The hydrogenic 1s and single Slater functions are covered, screened cores are not

**The statements in words.** `outsideCharge P R` is the leakage integral for any real function `P`, and it is a charge per electron only when `P` is normalised. The set `Ioi R` is the open half-line $r>R$. `slaterRadial m ζ` and `hydrogen1s Z` are the two radial functions above, with $Z^{3/2}$ written as `Real.sqrt (Z ^ 3)`. `integral_tail` is the identity for $x\ge 0$. `outsideCharge_slater` and `outsideCharge_hydrogen1s` give the charges for a positive exponent or nuclear charge and $R\ge 0$, and `slater_normalized` gives total charge one. `outsideCharge_slater_lt` compares two exponents at the same `m` and the same $R>0$.

Lean assigns the value zero to the integral of a non-integrable function. `integrableOn_tail` shows that the integrand of the identity is integrable.

**The proof.** `expTail n` is $F_n$. `hasDerivAt_expTail` carries out the induction: `hs` splits off the highest power, `hp` differentiates it, and the closing `ring` performs the cancellation. `tendsto_expTail` takes the limit term by term. `integrableOn_tail` and `integral_tail` apply the fundamental theorem of calculus on a half-line to $-F_n$, whose derivative is non-negative because $x\ge 0$.

In `outsideCharge_slater`, the step `hsq` rewrites the density in terms of $2\zeta r$, and `integral_comp_mul_left_Ioi` makes the substitution. The 1s theorem identifies `hydrogen1s Z` with `slaterRadial 0 Z` and expands the three-term sum. `expTail_strictAntiOn` uses the sign of the derivative in the interior of the half-line, and the comparison of exponents follows from it.

**The limits of the model.** The radial functions are given by formula; the file does not derive them from a Schrödinger equation. Screening by other electrons and relativistic core functions are absent. A hydrogenic 2s function has a radial node and is not a single Slater function, so the Slater formula does not apply to it; its density would have to be expanded in powers of $r$ and the tail identity applied to each term. The theorems concern real numbers and say nothing about the rounding or quadrature error of a program. They also set no threshold for acceptable leakage: that depends on the accuracy the calculation needs.
